# Contact integral of two one-dimensional Hermite Gaussians: summed index, sign on the ket

For exponents p, q > 0, centres P, Q and natural numbers t, u, the Hermite Gaussians Λ_t(x; p, P) = (∂/∂P)^t exp(−p(x−P)²) and Λ_u(x; q, Q) satisfy

∫ Λ_t(x; p, P) Λ_u(x; q, Q) dx = √(π/(p+q)) · (−1)^u · (d/dR)^(t+u) exp(−μR²) at R = P − Q,

with μ = pq/(p+q) and the integral taken over the whole line.

```lean
import Mathlib

open MeasureTheory Real Polynomial

namespace HermiteContact

noncomputable section

/-- The Gaussian `exp (-a y²)` centred at the origin. -/
def gauss (a y : ℝ) : ℝ := exp (-a * y ^ 2)

/-- The Hermite Gaussian `Λ_t(x; p, P) = (d/dP)^t exp (-p (x - P)²)`. -/
def hermiteGauss (t : ℕ) (p P x : ℝ) : ℝ :=
  iteratedDeriv t (fun P' : ℝ => exp (-p * (x - P') ^ 2)) P

/-- The contact integral `∫ Λ_t(x; p, P) Λ_u(x; q, Q) dx` over the line. -/
def contact (t : ℕ) (p P : ℝ) (u : ℕ) (q Q : ℝ) : ℝ :=
  ∫ x, hermiteGauss t p P x * hermiteGauss u q Q x

/-- Every derivative of a Gaussian is a polynomial times the same Gaussian. -/
theorem gauss_deriv_poly (n : ℕ) (a : ℝ) :
    ∃ H : ℝ[X], iteratedDeriv n (gauss a) = fun y => H.eval y * gauss a y := by
  have hg : ∀ x, HasDerivAt (gauss a) (-2 * a * x * gauss a x) x := by
    intro x
    have h := ((hasDerivAt_pow 2 x).const_mul (-a)).exp
    refine HasDerivAt.congr_deriv h ?_
    unfold gauss
    ring1
  induction n with
  | zero => exact ⟨1, by funext y; simp⟩
  | succ n ih =>
    obtain ⟨H, hH⟩ := ih
    refine ⟨derivative H - C (2 * a) * X * H, ?_⟩
    rw [iteratedDeriv_succ, hH]
    funext x
    refine (((H.hasDerivAt x).fun_mul (hg x)).deriv).trans ?_
    simp only [eval_sub, eval_mul, eval_C, eval_X]
    ring

/-- The `n`-th derivative of a Gaussian is differentiable, with the `(n+1)`-th derivative
as its derivative. -/
theorem hasDerivAt_gauss_deriv (n : ℕ) (a y : ℝ) :
    HasDerivAt (iteratedDeriv n (gauss a)) (iteratedDeriv (n + 1) (gauss a) y) y := by
  rw [iteratedDeriv_succ]
  apply DifferentiableAt.hasDerivAt
  obtain ⟨H, hH⟩ := gauss_deriv_poly n a
  have hg : DifferentiableAt ℝ (gauss a) y := by
    unfold gauss
    fun_prop
  rw [hH]
  exact (H.hasDerivAt y).differentiableAt.mul hg

/-- For a positive exponent every derivative of a Gaussian is integrable over the line. -/
theorem integrable_gauss_deriv (n : ℕ) {a : ℝ} (ha : 0 < a) :
    Integrable (iteratedDeriv n (gauss a)) := by
  obtain ⟨H, hH⟩ := gauss_deriv_poly n a
  rw [hH]
  clear hH
  induction H using Polynomial.induction_on' with
  | add f g hf hg => exact (hf.add hg).congr (ae_of_all _ fun x => by simp [add_mul])
  | monomial k c =>
    have hk : (-1 : ℝ) < (k : ℝ) := by
      have := Nat.cast_nonneg (α := ℝ) k
      linarith
    exact ((integrable_rpow_mul_exp_neg_mul_sq ha hk).const_mul c).congr
      (ae_of_all _ fun x => by simp [gauss, mul_assoc])

/-- For a positive exponent every derivative of a Gaussian is bounded. -/
theorem gauss_deriv_bounded (n : ℕ) {a : ℝ} (ha : 0 < a) :
    ∃ K : ℝ, ∀ y, ‖iteratedDeriv n (gauss a) y‖ ≤ K := by
  have hint := integrable_gauss_deriv (n + 1) ha
  refine ⟨|iteratedDeriv n (gauss a) 0| + 2 * ∫ z, ‖iteratedDeriv (n + 1) (gauss a) z‖,
    fun y => ?_⟩
  -- the increment from 0 to y is the integral of the next, integrable, derivative
  have h := intervalIntegral.integral_eq_sub_of_hasDerivAt (a := 0) (b := y)
    (fun z _ => hasDerivAt_gauss_deriv n a z) hint.intervalIntegrable
  have hs : ∀ s : Set ℝ, |∫ z in s, iteratedDeriv (n + 1) (gauss a) z|
      ≤ ∫ z, ‖iteratedDeriv (n + 1) (gauss a) z‖ := by
    intro s
    rw [← Real.norm_eq_abs]
    exact (norm_integral_le_integral_norm _).trans
      (setIntegral_le_integral hint.norm (ae_of_all _ fun _ => norm_nonneg _))
  unfold intervalIntegral at h
  have h1 := abs_le.1 (hs (Set.Ioc 0 y))
  have h2 := abs_le.1 (hs (Set.Ioc y 0))
  have h3 := le_abs_self (iteratedDeriv n (gauss a) 0)
  have h4 := neg_abs_le (iteratedDeriv n (gauss a) 0)
  rw [Real.norm_eq_abs, abs_le]
  constructor <;> linarith [h1.1, h1.2, h2.1, h2.2]

/-- `Λ_t(x; p, P)` is the `t`-th derivative of `exp (-p y²)` evaluated at `y = P - x`. -/
theorem hermiteGauss_eq (t : ℕ) (p P x : ℝ) :
    hermiteGauss t p P x = iteratedDeriv t (gauss p) (P - x) := by
  have h : iteratedDeriv t (fun P' : ℝ => exp (-p * (x - P') ^ 2))
      = fun P' => iteratedDeriv t (gauss p) (P' - x) := by
    induction t with
    | zero =>
      funext P'
      simp only [iteratedDeriv_zero, gauss]
      congr 1
      ring
    | succ t ih =>
      rw [iteratedDeriv_succ, ih]
      funext P'
      exact ((hasDerivAt_gauss_deriv t p (P' - x)).comp_sub_const _ _).deriv
  exact congrFun h P

/-- A Hermite Gaussian with positive exponent is integrable over the line. -/
theorem integrable_hermiteGauss (t : ℕ) {p : ℝ} (hp : 0 < p) (P : ℝ) :
    Integrable (hermiteGauss t p P) := by
  have h : hermiteGauss t p P = fun x => iteratedDeriv t (gauss p) (P - x) :=
    funext (hermiteGauss_eq t p P)
  rw [h]
  exact (integrable_gauss_deriv t hp).comp_sub_left P

/-- For a positive exponent `a` and integrable `h` the product `Λ_n h` is integrable, and the
derivative of `∫ Λ_n h` with respect to the centre `P` is `∫ Λ_(n+1) h`. -/
theorem hasDerivAt_integral_centre (n : ℕ) {a : ℝ} (ha : 0 < a) {h : ℝ → ℝ}
    (hh : Integrable h) (P : ℝ) :
    Integrable (fun x => hermiteGauss n a P x * h x) ∧
      HasDerivAt (fun P' => ∫ x, hermiteGauss n a P' x * h x)
        (∫ x, hermiteGauss (n + 1) a P x * h x) P := by
  simp only [hermiteGauss_eq]
  obtain ⟨K₀, hK₀⟩ := gauss_deriv_bounded n ha
  obtain ⟨K, hK⟩ := gauss_deriv_bounded (n + 1) ha
  have hm : ∀ (m : ℕ) (S : ℝ),
      AEStronglyMeasurable (fun x => iteratedDeriv m (gauss a) (S - x) * h x) volume := by
    intro m S
    have hc : Continuous (iteratedDeriv m (gauss a)) :=
      continuous_iff_continuousAt.2 fun y => (hasDerivAt_gauss_deriv m a y).continuousAt
    have hc' : Continuous fun x => iteratedDeriv m (gauss a) (S - x) :=
      hc.comp (by fun_prop : Continuous fun x : ℝ => S - x)
    exact hc'.aestronglyMeasurable.mul hh.1
  have hi : Integrable (fun x => iteratedDeriv n (gauss a) (P - x) * h x) := by
    refine Integrable.mono' (hh.norm.const_mul K₀) (hm n P) (ae_of_all _ fun x => ?_)
    rw [norm_mul]
    exact mul_le_mul_of_nonneg_right (hK₀ _) (norm_nonneg _)
  -- the derivative of the integrand is dominated by K |h|, uniformly in the centre
  have hb : ∀ x S, ‖iteratedDeriv (n + 1) (gauss a) (S - x) * h x‖ ≤ K * ‖h x‖ := by
    intro x S
    rw [norm_mul]
    exact mul_le_mul_of_nonneg_right (hK _) (norm_nonneg _)
  have hd : ∀ x S, HasDerivAt (fun S' => iteratedDeriv n (gauss a) (S' - x) * h x)
      (iteratedDeriv (n + 1) (gauss a) (S - x) * h x) S := fun x S =>
    ((hasDerivAt_gauss_deriv n a (S - x)).comp_sub_const _ _).mul_const (h x)
  refine ⟨hi, ?_⟩
  exact (hasDerivAt_integral_of_dominated_loc_of_deriv_le
    (F := fun S x => iteratedDeriv n (gauss a) (S - x) * h x)
    (F' := fun S x => iteratedDeriv (n + 1) (gauss a) (S - x) * h x)
    (bound := fun x => K * ‖h x‖) Filter.univ_mem
    (Filter.Eventually.of_forall (hm n)) hi (hm (n + 1) P)
    (ae_of_all _ fun x S _ => hb x S) (hh.norm.const_mul K)
    (ae_of_all _ fun x S _ => hd x S)).2

/-- For `p, q > 0` the overlap of two plain Gaussians is `√(π/(p+q)) exp (-pq (P-Q)²/(p+q))`. -/
theorem contact_zero_zero {p q : ℝ} (hp : 0 < p) (hq : 0 < q) (P Q : ℝ) :
    contact 0 p P 0 q Q = √(π / (p + q)) * gauss (p * q / (p + q)) (P - Q) := by
  have hpq : p + q ≠ 0 := (add_pos hp hq).ne'
  -- Gaussian product rule
  have h : ∀ x, hermiteGauss 0 p P x * hermiteGauss 0 q Q x
      = gauss (p * q / (p + q)) (P - Q)
        * exp (-(p + q) * (x - (p * P + q * Q) / (p + q)) ^ 2) := by
    intro x
    simp only [hermiteGauss, iteratedDeriv_zero, gauss]
    rw [← Real.exp_add, ← Real.exp_add]
    congr 1
    field_simp
    ring
  have h2 : ∫ x : ℝ, exp (-(p + q) * (x - (p * P + q * Q) / (p + q)) ^ 2)
      = √(π / (p + q)) :=
    (integral_sub_right_eq_self (fun x : ℝ => exp (-(p + q) * x ^ 2)) _).trans
      (integral_gaussian (p + q))
  simp only [contact, h]
  rw [integral_const_mul, h2, mul_comm]

/-- For `p, q > 0` the product `Λ_t Λ_u` is integrable and its integral is `√(π/(p+q)) (-1)^u`
times the `(t+u)`-th derivative of `exp (-pq R²/(p+q))` at `R = P - Q`. -/
theorem contact_eq {p q : ℝ} (hp : 0 < p) (hq : 0 < q) (t u : ℕ) (P Q : ℝ) :
    Integrable (fun x => hermiteGauss t p P x * hermiteGauss u q Q x) ∧
      contact t p P u q Q = √(π / (p + q)) * (-1) ^ u
        * iteratedDeriv (t + u) (gauss (p * q / (p + q))) (P - Q) := by
  refine ⟨(hasDerivAt_integral_centre t hp (integrable_hermiteGauss u hq Q) P).1, ?_⟩
  have comm : ∀ m S T, contact m q T 0 p S = contact 0 p S m q T := fun m S T =>
    integral_congr_ae (ae_of_all _ fun x => mul_comm _ _)
  -- each derivative in the ket centre gives a factor -1, since R = P - Q
  have hket : ∀ S m T, contact m q T 0 p S = √(π / (p + q)) * (-1) ^ m
      * iteratedDeriv m (gauss (p * q / (p + q))) (S - T) := by
    intro S m
    induction m with
    | zero =>
      intro T
      rw [comm 0 S T, contact_zero_zero hp hq]
      simp only [pow_zero, mul_one, iteratedDeriv_zero]
    | succ m ih =>
      intro T
      have h1 : HasDerivAt (fun T' => contact m q T' 0 p S) (contact (m + 1) q T 0 p S) T :=
        (hasDerivAt_integral_centre m hq (integrable_hermiteGauss 0 hp S) T).2
      rw [funext ih] at h1
      have h2 := ((hasDerivAt_gauss_deriv m (p * q / (p + q)) (S - T)).comp_const_sub
        _ _).const_mul (√(π / (p + q)) * (-1) ^ m)
      rw [h1.unique h2]
      ring
  -- derivatives in the bra centre carry no sign
  induction t generalizing P with
  | zero => rw [Nat.zero_add, ← comm u P Q, hket]
  | succ t ih =>
    have h1 : HasDerivAt (fun P' => contact t p P' u q Q) (contact (t + 1) p P u q Q) P :=
      (hasDerivAt_integral_centre t hp (integrable_hermiteGauss u hq Q) P).2
    rw [funext ih] at h1
    have h2 := ((hasDerivAt_gauss_deriv (t + u) (p * q / (p + q)) (P - Q)).comp_sub_const
      _ _).const_mul (√(π / (p + q)) * (-1) ^ u)
    rw [h1.unique h2, Nat.add_right_comm t 1 u]

/-- For `p, q > 0`, moving one Hermite index from the first factor to the second changes the sign of
the contact integral. -/
theorem contact_shift {p q : ℝ} (hp : 0 < p) (hq : 0 < q) (t u : ℕ) (P Q : ℝ) :
    contact t p P (u + 1) q Q = -contact (t + 1) p P u q Q := by
  rw [(contact_eq hp hq t (u + 1) P Q).2, (contact_eq hp hq (t + 1) u P Q).2,
    Nat.add_right_comm t 1 u, ← Nat.add_assoc]
  ring

end

end HermiteContact
```

```lean
#print axioms HermiteContact.integrable_hermiteGauss
-- 'HermiteContact.integrable_hermiteGauss' depends on axioms: [propext, Classical.choice, Quot.sound]
#print axioms HermiteContact.contact_shift
-- 'HermiteContact.contact_shift' depends on axioms: [propext, Classical.choice, Quot.sound]
```

## The integral I_tu and its closed form

Write g_a(y) = exp(−ay²), which is `gauss a y`, and g_a^(n) for its n-th derivative, `iteratedDeriv n (gauss a)`. The function `hermiteGauss t p P x` is Λ_t(x; p, P), with the derivative taken in the centre and not in x; the two conventions differ by (−1)^t. The Lebesgue integral `contact t p P u q Q` is called I_tu(P, Q) below. The theorem `contact_eq` says that for `0 < p` and `0 < q` the product Λ_t Λ_u is integrable and

I_tu(P, Q) = √(π/(p+q)) (−1)^u g_μ^(t+u)(P − Q).

Positive exponents mean that both functions decay away from their centres. Integrability is part of the statement because Lean assigns the value 0 to the integral of a non-integrable function. The corollary `contact_shift` reads I_t,u+1 = −I_t+1,u.

## Two charge distributions with a δ interaction

In the McMurchie–Davidson scheme a product of two Cartesian Gaussian orbitals is expanded in Hermite Gaussians, so that a two-electron integral becomes a sum of interactions between a bra distribution Λ_t(x₁; p, P) and a ket distribution Λ_u(x₂; q, Q). I_tu is that interaction for the kernel δ(x₁ − x₂) in one dimension, with the δ already integrated out. It shows, for this one-dimensional contact model, the structure used in electron-repulsion integrals: one function of P − Q, differentiated t + u times, with the sign (−1)^u. The Coulomb kernel, the Boys function, three dimensions and the orbital expansion coefficients are not treated. All functions are real and unnormalised.

## From the Gaussian overlap to arbitrary t and u

Differentiating H(y) g_a(y) for a polynomial H gives (H′ − 2ayH) g_a, so by induction from H = 1 every g_a^(n) is a polynomial times g_a. This is `gauss_deriv_poly`, whose witness is `derivative H - C (2 * a) * X * H`. Differentiability (`hasDerivAt_gauss_deriv`) follows, and so does integrability for a > 0, monomial by monomial (`integrable_gauss_deriv`). Since g_a^(n)(y) − g_a^(n)(0) is the integral of g_a^(n+1) from 0 to y, `gauss_deriv_bounded` obtains

|g_a^(n)(y)| ≤ |g_a^(n)(0)| + 2 ∫ |g_a^(n+1)(z)| dz,

where the factor 2 arises because the oriented integral is handled as a difference of two set integrals.

Because (x − P)² = (P − x)², one has Λ_t(x; p, P) = g_p^(t)(P − x) (`hermiteGauss_eq`), a reflected and shifted integrable function (`integrable_hermiteGauss`). Let a > 0, let h be integrable and let K be a bound on |g_a^(n+1)|. Then |Λ_(n+1) h| ≤ K|h| for every centre, and dominated convergence gives

d/dP ∫ Λ_n(x; a, P) h(x) dx = ∫ Λ_(n+1)(x; a, P) h(x) dx.

This is `hasDerivAt_integral_centre`, which also delivers the integrability of Λ_n h; with h = Λ_u that is the first half of `contact_eq`.

For t = u = 0 put W = (pP + qQ)/(p+q) and complete the square:

p(x−P)² + q(x−Q)² = μ(P−Q)² + (p+q)(x−W)².

The first term leaves the integral, and ∫ exp(−(p+q)(x−W)²) dx = √(π/(p+q)), so

I_00 = √(π/(p+q)) g_μ(P − Q).

In `contact_zero_zero` the identity is closed by `field_simp` and `ring`, the shift by `integral_sub_right_eq_self`, and the value by `integral_gaussian`.

Next raise u at t = 0. If I_0u = √(π/(p+q)) (−1)^u g_μ^(u)(P − Q) for all Q, differentiate in Q. The left side becomes I_0,u+1, and since ∂R/∂Q = −1,

I_0,u+1 = √(π/(p+q)) (−1)^(u+1) g_μ^(u+1)(P − Q).

This is `hket`, where `m`, `S`, `T` stand for u, P, Q. The differentiation lemma acts on the first factor, so the ket is written first and `comm` swaps the factors back. The sign comes from `comp_const_sub`, and `h1.unique h2` equates the two derivatives of one function.

Finally raise t at fixed u by differentiating in P. The left side goes from I_tu to I_t+1,u, and ∂R/∂P = +1 (`comp_sub_const`) turns g_μ^(t+u) into g_μ^(t+u+1) without a sign. The induction runs `generalizing P` because the hypothesis is needed as an identity between functions of P. In `contact_shift` the integrals I_t,u+1 and I_t+1,u both contain g_μ^(t+u+1), with signs (−1)^(u+1) and (−1)^u, so one is the negative of the other.

## The lowest indices

The explicit values that follow are read off from the formula and are not separate theorems. If the two plain Gaussians are scaled to unit charge by √(p/π) and √(q/π), then I_00 becomes √(μ/π) exp(−μR²), itself of unit area in R. For t = 0, u = 1 the formula gives

I_01 = 2μR √(π/(p+q)) exp(−μR²).

Direct integration agrees: Λ_1(x; q, Q) = 2q(x−Q) exp(−q(x−Q)²), the product Gaussian averages x − Q to W − Q = pR/(p+q), and 2q · pR/(p+q) = 2μR. The value I_10 is the negative of this, and both vanish at P = Q.
